# Gradient descent with step size 1/L and relative gradient error at most a fixed t < 1 drives the gradient to zero for energies bounded below with L-Lipschitz gradient

Take one coordinate $y$ with energy $E(y) = \tfrac{L}{2}y^2$, where $L>0$ is the force constant. The gradient is $g(y) = Ly$. Suppose the program delivers only $d = (1-t)\,g(y)$, a gradient that is too short by a fraction $t$, with $0\le t<1$. The step $y \mapsto y - d/L$ gives $ty$, and the energy falls by

$$\tfrac{L}{2}y^2 - \tfrac{L}{2}t^2y^2 = \frac{(1-t^2)\,g(y)^2}{2L}.$$

The error costs a fraction $t^2$ of the drop, and repeated steps still bring the gradient to zero. The same drop is guaranteed for a much larger class of energies.

## The guaranteed drop and its consequences

Let $E$ be a real function on a real Hilbert space $H$, bounded below, with gradient $g$ satisfying $\|g(y)-g(z)\|\le L\|y-z\|$. The constant $L>0$ bounds the curvature; for coupled harmonic oscillators it can be the largest eigenvalue of the force-constant matrix. The iteration is

$$x_{n+1} = x_n - \tfrac1L d_n,\qquad \|d_n-g(x_n)\|\le t\,\|g(x_n)\|,\qquad 0\le t<1.$$

Then each step lowers $E$ by at least $(1-t^2)\|g(x_n)\|^2/(2L)$, and $g(x_n)\to0$.

**Quadratic upper bound.** For fixed $y,v\in H$ put

$$\varphi(s) = E(y+sv) - s\langle g(y),v\rangle - \tfrac L2\|v\|^2s^2 .$$

For $0<s<1$ the Cauchy–Schwarz inequality and the Lipschitz bound give

$$\varphi'(s) = \langle g(y+sv)-g(y),v\rangle - L\|v\|^2s \le Ls\|v\|^2 - L\|v\|^2s = 0 .$$

Hence $\varphi(1)\le\varphi(0)$, which reads $E(y+v)\le E(y)+\langle g(y),v\rangle+\tfrac L2\|v\|^2$.

**One step.** Insert $v=-p/L$, where $p$ is the approximate gradient at $y$, and complete the square:

$$E(y-p/L)-E(y)\le -\frac{\langle g(y),p\rangle}{L}+\frac{\|p\|^2}{2L} = \frac{\|p-g(y)\|^2-\|g(y)\|^2}{2L}\le-\frac{(1-t^2)\|g(y)\|^2}{2L}.$$

**All steps.** Let $m$ be a lower bound of $E$. Adding the drops for $n=0,\dots,N-1$ gives

$$\frac{1-t^2}{2L}\sum_{n=0}^{N-1}\|g(x_n)\|^2\le E(x_0)-E(x_N)\le E(x_0)-m .$$

The partial sums are bounded and the terms are nonnegative, so the series converges and its terms tend to zero. For $N\ge1$, the smallest of the first $N$ terms is at most their mean, which bounds it by $2L(E(x_0)-m)/((1-t^2)N)$.

**A rate.** Suppose also that $2\mu(E(y)-m)\le\|g(y)\|^2$ for all $y$. With $\mu>0$ this says that the forces cannot be weak while the energy is high; for coupled harmonic oscillators with a positive definite force-constant matrix and $m$ the minimum energy, $\mu$ can be the smallest eigenvalue of that matrix. The one-step drop then gives

$$E(x_{n+1})-m\le q\,(E(x_n)-m),\qquad q = 1-(1-t^2)\mu/L .$$

If $q\ge0$, iteration yields $E(x_n)-m\le q^n(E(x_0)-m)$. If $q<0$, a positive energy error would be followed by a negative one, which is impossible, so all errors vanish and the bound holds trivially.

## The step in a calculation

In direct minimisation of an electronic energy, $d_n$ may come from an inner solver stopped early; besides the relative error bound, the theorem requires unconstrained variables, an energy bounded below and a Lipschitz bound that holds on the whole space. Orthonormality constraints and density mixing that is not a gradient step fall outside this model.

The true gradient is unknown at run time, but an error bound $\|d-g\|\le\varepsilon$ may be available. It is enough to tighten the inner solver until $\varepsilon\le t\|d\|/(1+t)$: since $\|d\|\le\|g\|+\varepsilon$, this implies $\varepsilon\le t\|g\|$. The outer loop is then

```
repeat
    tighten the inner solver until eps <= t*norm(d)/(1+t)
    x = x - d/L
until norm(d) is small enough
```

The inner tolerance thus shrinks along with the gradient. For $t>0$ and a nonzero gradient the inner test is met once $\varepsilon$ is small enough. At a stationary point it may never be met, so a program should also stop when $\|d\|+\varepsilon$, which bounds the true gradient norm, is below the desired tolerance.

## Energy, gradient and iteration in Lean

The space `H` is a complete real inner product space, of finite or infinite dimension.

```lean
import Mathlib

open Filter Topology

namespace InexactGradientSCF

noncomputable section

variable {H : Type*} [NormedAddCommGroup H] [InnerProductSpace ℝ H] [CompleteSpace H]
```

The first structure says that the energy has a Lipschitz gradient; boundedness below is a separate hypothesis of the theorems that need it. `HasGradientAt E (g y) y` says that the derivative of `E` at `y` is the linear map $v\mapsto\langle g(y),v\rangle$, so `g` is the true gradient and not its negative, the force.

```lean
/-- The energy `E` has gradient `g`, and the gradient is Lipschitz with constant `L`. -/
structure IsSmoothEnergy (E : H → ℝ) (g : H → H) (L : ℝ) : Prop where
  grad : ∀ y, HasGradientAt E (g y) y
  lip : ∀ y z, ‖g y - g z‖ ≤ L * ‖y - z‖
```

The second structure describes the run. The sequences `x` and `d` are the iterates and the approximate gradients, numbered from zero. Nothing is assumed about where the error comes from, only about its size relative to the true gradient.

```lean
omit [CompleteSpace H] in
/-- The iterates `x n` follow approximate gradients `d n` with step length `1 / L`;
the error of `d n` is at most the fraction `t` of the true gradient norm. -/
structure IsInexactDescent (g : H → H) (L t : ℝ) (x d : ℕ → H) : Prop where
  error : ∀ n, ‖d n - g (x n)‖ ≤ t * ‖g (x n)‖
  step : ∀ n, x (n + 1) = x n - (1 / L) • d n
```

The opening example, on any such space, is the isotropic oscillator.

```lean
/-- The isotropic harmonic energy with force constant `L`. -/
def harmonicEnergy (L : ℝ) (y : H) : ℝ := L / 2 * ‖y‖ ^ 2
```

## From the quadratic bound to a vanishing gradient

The first lemma is the quadratic upper bound. `hφ` computes $\varphi'$, using the chain rule along the segment. `antitoneOn_of_deriv_nonpos` turns the sign of $\varphi'$ on the open interval into monotonicity on $[0,1]$; the sign itself comes from Cauchy–Schwarz (`hc`) and the Lipschitz bound (`hlip`). Comparing the endpoints in `h01` finishes the argument.

```lean
variable {E : H → ℝ} {g : H → H} {L t m : ℝ} {x d : ℕ → H}

/-- A smooth energy lies below its linear model plus a quadratic term of curvature `L`. -/
theorem energy_le_quadratic_model (h : IsSmoothEnergy E g L) (y v : H) :
    E (y + v) ≤ E y + inner ℝ (g y) v + L / 2 * ‖v‖ ^ 2 := by
  -- the energy minus its model, followed along the segment from y to y + v
  have hφ : ∀ s : ℝ, HasDerivAt
      (fun r : ℝ => E (y + r • v) - r * inner ℝ (g y) v - L / 2 * ‖v‖ ^ 2 * (r * r))
      (inner ℝ (g (y + s • v)) v - inner ℝ (g y) v - L * ‖v‖ ^ 2 * s) s := by
    intro s
    have hl : HasDerivAt (fun r : ℝ => y + r • v) v s := by
      simpa using ((hasDerivAt_id' s).smul_const v).const_add y
    have h1 : HasDerivAt (fun r : ℝ => E (y + r • v)) (inner ℝ (g (y + s • v)) v) s := by
      have h0 := (h.grad (y + s • v)).hasFDerivAt.comp_hasDerivAt s hl
      simpa [Function.comp_def] using h0
    have h2 : HasDerivAt (fun r : ℝ => r * inner ℝ (g y) v) (inner ℝ (g y) v) s := by
      simpa using (hasDerivAt_id' s).mul_const (inner ℝ (g y) v)
    have h3 : HasDerivAt (fun r : ℝ => L / 2 * ‖v‖ ^ 2 * (r * r)) (L * ‖v‖ ^ 2 * s) s :=
      (((hasDerivAt_id' s).fun_mul (hasDerivAt_id' s)).const_mul
        (L / 2 * ‖v‖ ^ 2)).congr_deriv (by ring)
    exact (h1.fun_sub h2).fun_sub h3
  have anti := antitoneOn_of_deriv_nonpos (convex_Icc (0 : ℝ) 1)
    (fun s _ => (hφ s).continuousAt.continuousWithinAt)
    (fun s _ => (hφ s).differentiableAt.differentiableWithinAt)
    (fun s hs => by
      rw [interior_Icc] at hs
      rw [(hφ s).deriv]
      have hc := real_inner_le_norm (g (y + s • v) - g y) v
      have hlip := h.lip (y + s • v) y
      rw [add_sub_cancel_left, norm_smul, Real.norm_of_nonneg hs.1.le] at hlip
      have hm := mul_le_mul_of_nonneg_right hlip (norm_nonneg v)
      rw [inner_sub_left] at hc
      nlinarith)
  have h01 := anti (Set.left_mem_Icc.2 zero_le_one) (Set.right_mem_Icc.2 zero_le_one)
    zero_le_one
  simp only [zero_smul, add_zero, one_smul, zero_mul, mul_zero, one_mul, mul_one,
    sub_zero] at h01
  linarith
```

The one-step estimate puts $v=-p/L$ into this bound. The equation `e` completes the square, and `h3` is the squared error bound. No lower bound on the energy is needed here.

```lean
/-- One step along an approximate gradient `p` with relative error at most `t` lowers the
energy by at least `(1 - t²)‖g‖² / (2L)`. -/
theorem inexact_step_drop (h : IsSmoothEnergy E g L) (hL : 0 < L) {y p : H}
    (hp : ‖p - g y‖ ≤ t * ‖g y‖) :
    E (y - (1 / L) • p) ≤ E y - (1 - t ^ 2) * ‖g y‖ ^ 2 / (2 * L) := by
  have h1 := energy_le_quadratic_model h y (-((1 / L) • p))
  rw [← sub_eq_add_neg, inner_neg_right, real_inner_smul_right, norm_neg, norm_smul,
    mul_pow, Real.norm_eq_abs, sq_abs] at h1
  have h2 := norm_sub_sq_real p (g y)
  have hc : inner ℝ p (g y) = inner ℝ (g y) p := real_inner_comm _ _
  have h3 : ‖p - g y‖ ^ 2 ≤ t ^ 2 * ‖g y‖ ^ 2 := by
    rw [← mul_pow]
    exact pow_le_pow_left₀ (norm_nonneg _) hp 2
  -- completing the square leaves only the gradient error
  have e : -(1 / L * inner ℝ (g y) p) + L / 2 * ((1 / L) ^ 2 * ‖p‖ ^ 2)
      = (‖p - g y‖ ^ 2 - ‖g y‖ ^ 2) / (2 * L) := by
    rw [h2, hc]
    field_simp
    ring
  have h4 : (‖p - g y‖ ^ 2 - ‖g y‖ ^ 2) / (2 * L)
      ≤ (t ^ 2 * ‖g y‖ ^ 2 - ‖g y‖ ^ 2) / (2 * L) := by gcongr
  have h5 : (t ^ 2 * ‖g y‖ ^ 2 - ‖g y‖ ^ 2) / (2 * L)
      = -((1 - t ^ 2) * ‖g y‖ ^ 2 / (2 * L)) := by ring
  linarith
```

The sum of squared gradients is bounded by induction on `N`: `key` is the telescoped inequality, and the last lines replace $E(x_N)$ by $m$. `Finset.range N` runs over $0,\dots,N-1$.

```lean
/-- The squared gradient norms met during the iteration have a sum bounded by the initial
height of the energy above a lower bound `m`. -/
theorem sum_sq_gradient_le (h : IsSmoothEnergy E g L) (hL : 0 < L) (ht : 0 ≤ t) (ht1 : t < 1)
    (hx : IsInexactDescent g L t x d) (hm : ∀ y, m ≤ E y) (N : ℕ) :
    ∑ n ∈ Finset.range N, ‖g (x n)‖ ^ 2 ≤ 2 * L * (E (x 0) - m) / (1 - t ^ 2) := by
  have hc : 0 < 1 - t ^ 2 := by nlinarith
  -- the energy drops telescope
  have key : (1 - t ^ 2) * (∑ n ∈ Finset.range N, ‖g (x n)‖ ^ 2) / (2 * L)
      ≤ E (x 0) - E (x N) := by
    induction N with
    | zero => simp
    | succ N ih =>
      have hd := inexact_step_drop h hL (hx.error N)
      rw [← hx.step N] at hd
      rw [Finset.sum_range_succ, mul_add, add_div]
      linarith
  rw [div_le_iff₀ (by positivity)] at key
  rw [le_div_iff₀ hc]
  nlinarith [mul_le_mul_of_nonneg_left (hm (x N)) hL.le]
```

The main theorem joins both conclusions. `BddBelow (Set.range E)` supplies some lower bound `m`, the previous lemma makes the squared norms summable, and a square root passes from $\|g(x_n)\|^2\to0$ to $\|g(x_n)\|\to0$. The limit statement concerns the gradient only: it does not say that the iterates converge, nor that a minimum is reached.

```lean
/-- Descent with inexact gradients: for an energy bounded below and a relative gradient error
`t < 1`, every step lowers the energy by at least `(1 - t²)‖g‖² / (2L)`, and the true gradient
tends to zero along the iteration. -/
theorem inexact_descent_converges (h : IsSmoothEnergy E g L) (hL : 0 < L)
    (hE : BddBelow (Set.range E)) (ht : 0 ≤ t) (ht1 : t < 1)
    (hx : IsInexactDescent g L t x d) :
    (∀ n, E (x (n + 1)) ≤ E (x n) - (1 - t ^ 2) * ‖g (x n)‖ ^ 2 / (2 * L)) ∧
      Tendsto (fun n => g (x n)) atTop (𝓝 0) := by
  refine ⟨fun n => ?_, ?_⟩
  · rw [hx.step n]
    exact inexact_step_drop h hL (hx.error n)
  · obtain ⟨m, hm⟩ := hE
    have hs : Summable (fun n => ‖g (x n)‖ ^ 2) :=
      summable_of_sum_range_le (fun n => by positivity)
        (sum_sq_gradient_le h hL ht ht1 hx (fun y => hm ⟨y, rfl⟩))
    rw [tendsto_zero_iff_norm_tendsto_zero]
    have h0 := hs.tendsto_atTop_zero.sqrt
    simpa using h0
```

## Bounds after finitely many steps

The bound on the smallest gradient is proved by contradiction: if all of the first `N` squared norms exceeded the stated value, their sum would exceed the bound already proved.

```lean
/-- Among the first `N` iterates there is one whose squared gradient norm is at most `2L(E(x₀) - m)
/ (1 - t²)` divided by `N`, where `m` is a lower bound of `E`. -/
theorem exists_small_gradient (h : IsSmoothEnergy E g L) (hL : 0 < L) (ht : 0 ≤ t) (ht1 : t < 1)
    (hx : IsInexactDescent g L t x d) (hm : ∀ y, m ≤ E y) {N : ℕ} (hN : 0 < N) :
    ∃ n < N, ‖g (x n)‖ ^ 2 ≤ 2 * L * (E (x 0) - m) / (1 - t ^ 2) / N := by
  have hN' : (N : ℝ) ≠ 0 := by exact_mod_cast hN.ne'
  by_contra hcon
  push Not at hcon
  have hlt := Finset.sum_lt_sum_of_nonempty (Finset.nonempty_range_iff.2 hN.ne')
    (fun n hn => hcon n (Finset.mem_range.1 hn))
  rw [Finset.sum_const, Finset.card_range, nsmul_eq_mul, mul_div_cancel₀ _ hN'] at hlt
  exact absurd (sum_sq_gradient_le h hL ht ht1 hx hm N) (not_le_of_gt hlt)
```

For the geometric rate, `hstep` is the contraction of the energy error in one step. The proof then splits on the sign of the factor, called `q`, as in the derivation above. The theorem puts no sign condition on `μ`, but the bound expresses decay only for positive `μ`.

```lean
/-- Let `m` be a lower bound of `E`. If the squared gradient norm is everywhere at least `2μ` times
the energy error `E - m`, the energy error after `n` inexact steps is at most `(1 - (1 - t²)μ/L)ⁿ`
times the initial one. -/
theorem energy_error_geometric (h : IsSmoothEnergy E g L) (hL : 0 < L) (ht : 0 ≤ t) (ht1 : t < 1)
    (hx : IsInexactDescent g L t x d) (hm : ∀ y, m ≤ E y) {μ : ℝ}
    (hμ : ∀ y, 2 * μ * (E y - m) ≤ ‖g y‖ ^ 2) (n : ℕ) :
    E (x n) - m ≤ (1 - (1 - t ^ 2) * μ / L) ^ n * (E (x 0) - m) := by
  have hc : 0 < 1 - t ^ 2 := by nlinarith
  have hstep : ∀ k, E (x (k + 1)) - m ≤ (1 - (1 - t ^ 2) * μ / L) * (E (x k) - m) := by
    intro k
    have hd := inexact_step_drop h hL (hx.error k)
    rw [← hx.step k] at hd
    have h1 : (1 - t ^ 2) * (2 * μ * (E (x k) - m)) / (2 * L)
        ≤ (1 - t ^ 2) * ‖g (x k)‖ ^ 2 / (2 * L) :=
      div_le_div_of_nonneg_right (mul_le_mul_of_nonneg_left (hμ (x k)) hc.le) (by positivity)
    have h2 : (1 - t ^ 2) * (2 * μ * (E (x k) - m)) / (2 * L)
        = (1 - t ^ 2) * μ / L * (E (x k) - m) := by
      field_simp
    linarith
  generalize 1 - (1 - t ^ 2) * μ / L = q at hstep ⊢
  rcases le_or_gt 0 q with hq | hq
  · induction n with
    | zero => simp
    | succ n ih =>
      calc E (x (n + 1)) - m ≤ q * (E (x n) - m) := hstep n
        _ ≤ q * (q ^ n * (E (x 0) - m)) := mul_le_mul_of_nonneg_left ih hq
        _ = q ^ (n + 1) * (E (x 0) - m) := by ring
  · -- a negative factor is possible only if the energy error vanishes throughout
    have hz : ∀ k, E (x k) - m = 0 := by
      intro k
      have h1 := hstep k
      have h2 := hm (x (k + 1))
      have h3 := hm (x k)
      by_contra hne
      have hpos : 0 < E (x k) - m := lt_of_le_of_ne (by linarith) (Ne.symm hne)
      have h4 := mul_neg_of_neg_of_pos hq hpos
      linarith
    rw [hz n, hz 0, mul_zero]
```

## An exact example and a stalled one

For the harmonic energy the iterates are $x_n=t^ny$ and the approximate gradients are $(1-t)Lx_n$. The theorem verifies both structures and shows that the drop equals the guaranteed value at every step. With $y\ne0$ and $t<1$, the constant $(1-t^2)/(2L)$ therefore cannot be enlarged. The first part of the proof checks the gradient and its Lipschitz bound, the second the error and the update, and the last the energy identity.

```lean
/-- For the harmonic energy, the approximate gradients `(1 - t)g` generate the iterates `tⁿ y`,
and every step lowers the energy by exactly `(1 - t²)‖g‖² / (2L)`. -/
theorem harmonic_descent_witness (hL : 0 < L) (ht : 0 ≤ t) (y : H) :
    IsSmoothEnergy (harmonicEnergy L) (fun z : H => L • z) L ∧
    IsInexactDescent (fun z : H => L • z) L t (fun n => t ^ n • y)
      (fun n => (1 - t) • L • t ^ n • y) ∧
    ∀ n : ℕ, harmonicEnergy L (t ^ (n + 1) • y) = harmonicEnergy L (t ^ n • y)
      - (1 - t ^ 2) * ‖L • t ^ n • y‖ ^ 2 / (2 * L) := by
  refine ⟨⟨fun z => ?_, fun z w => ?_⟩, ⟨fun n => ?_, fun n => ?_⟩, fun n => ?_⟩
  · have h := (hasStrictFDerivAt_norm_sq z).hasFDerivAt.const_mul (L / 2)
    rw [hasGradientAt_iff_hasFDerivAt]
    refine h.congr_fderiv ?_
    ext v
    simp
    ring
  · show ‖L • z - L • w‖ ≤ L * ‖z - w‖
    rw [← smul_sub, norm_smul, Real.norm_of_nonneg hL.le]
  · show ‖(1 - t) • L • t ^ n • y - L • t ^ n • y‖ ≤ t * ‖L • t ^ n • y‖
    have e : (1 - t) • L • t ^ n • y - L • t ^ n • y = -(t • L • t ^ n • y) := by module
    rw [e, norm_neg, norm_smul t, Real.norm_of_nonneg ht]
  · show t ^ (n + 1) • y = t ^ n • y - (1 / L) • (1 - t) • L • t ^ n • y
    have e : (1 / L) • (1 - t) • L • t ^ n • y = ((1 - t) * t ^ n) • y := by
      simp only [smul_smul]
      congr 1
      field_simp
    rw [e, pow_succ]
    module
  · simp only [harmonicEnergy, norm_smul, mul_pow, Real.norm_eq_abs, sq_abs]
    field_simp
    ring
```

The condition $t<1$ matters. At $t=1$ the choice $d_n=0$ is allowed, since its error is exactly $\|g(x_n)\|$, and the iteration stays at its starting point. For the harmonic energy started at $y\neq0$, the gradient remains $Ly\ne0$ for ever. The guaranteed drop is then zero, so the energy estimate survives while the convergence of the gradient fails.

```lean
omit [CompleteSpace H] in
/-- With a relative gradient error of `t = 1` the iteration may stand still at any point,
whatever the gradient there. -/
theorem stall_at_full_error (g : H → H) (L : ℝ) (y : H) :
    IsInexactDescent g L 1 (fun _ => y) (fun _ => 0) :=
  ⟨fun n => by simp, fun n => by simp⟩

end

end InexactGradientSCF
```

```lean
#print axioms InexactGradientSCF.inexact_descent_converges
-- 'InexactGradientSCF.inexact_descent_converges' depends on axioms: [propext, Classical.choice, Quot.sound]
#print axioms InexactGradientSCF.exists_small_gradient
-- 'InexactGradientSCF.exists_small_gradient' depends on axioms: [propext, Classical.choice, Quot.sound]
#print axioms InexactGradientSCF.energy_error_geometric
-- 'InexactGradientSCF.energy_error_geometric' depends on axioms: [propext, Classical.choice, Quot.sound]
#print axioms InexactGradientSCF.stall_at_full_error
-- 'InexactGradientSCF.stall_at_full_error' depends on axioms: [propext, Classical.choice, Quot.sound]
```
